# One substitutional impurity in KKR: its scattering path block from the host block at the same site

An atom in a solid is replaced by one of another element. In multiple-scattering theory at a fixed energy, the host is described by a matrix $M=t^{-1}-G$, with the single-site t-matrices in $t$ and the propagation between sites in the structure constants $G$. Its inverse $\tau$, the scattering path operator, collects all scattering paths between two sites. If all other atoms keep their positions and potentials, the new atom changes $M$ in a single diagonal block, but it can change every block of the inverse. How much of the host's $\tau$ is needed to find the new one?

The sites form a finite type `S`, and the blocks lie in a ring `R` that need not be commutative, such as the matrices in angular-momentum channels. No periodicity is assumed, and an infinite crystal is not covered.

```lean
import Mathlib

noncomputable section

namespace KKRSingleImpurity

variable {S R : Type*} [Fintype S] [DecidableEq S] [Ring R]
```

Let $o$ be the impurity site and $d$ the change in its block. Write $D_d$ for the block matrix with $d$ at position $oo$ and zeros elsewhere.

```lean
/-- The block matrix with `d` on the diagonal at site `o` and zeros elsewhere. -/
def siteTerm (o : S) (d : R) : Matrix S S R :=
  Matrix.diagonal (Pi.single o d)
```

The perturbed matrix is $M'=M+D_d$.

```lean
/-- The matrix `M` with `d` added to its diagonal block at site `o`. -/
def addImpurity (M : Matrix S S R) (o : S) (d : R) : Matrix S S R :=
  M + siteTerm o d
```

We write $\tau=M^{-1}$ and $\tau'=M'^{-1}$. `Ring.inverse` returns zero for a non-invertible element, so the theorems about $\tau$ carry the hypothesis `IsUnit M`.

```lean
/-- The scattering path operator `τ = M⁻¹`, meaningful for invertible `M`. -/
def scatteringPath (M : Matrix S S R) : Matrix S S R :=
  Ring.inverse M
```

In the KKR matrix each t-matrix is a unit of `R`, that is, invertible by assumption. The structure constants are an arbitrary block matrix.

```lean
/-- The KKR matrix `t⁻¹ - G`, with an invertible t-matrix `t i` on each site and
structure constants `G`. -/
def kkrMatrix (t : S → Rˣ) (G : Matrix S S R) : Matrix S S R :=
  Matrix.diagonal (fun i => ((t i)⁻¹ : Rˣ).val) - G
```

## (a) Passing through the impurity site

Show that for block matrices $A$ and $B$
$$(A D_d B)_{ij}=A_{io}\,d\,B_{oj}.$$

The left side is $\sum_{kl}A_{ik}(D_d)_{kl}B_{lj}$, and only $k=l=o$ contributes. In Lean, `Finset.sum_eq_single o` selects this term.

```lean
/-- With the site term of `d` at `o` between `A` and `B`, the `i j` block of the product is
`A i o * d * B o j`. -/
theorem mul_siteTerm_mul_apply (A B : Matrix S S R) (o : S) (d : R) (i j : S) :
    (A * siteTerm o d * B) i j = A i o * d * B o j := by
  rw [Matrix.mul_apply, Finset.sum_eq_single o]
  · simp [siteTerm, Matrix.mul_diagonal]
  · intro k _ hk
    simp [siteTerm, Matrix.mul_diagonal, hk]
  · intro h
    exact absurd (Finset.mem_univ o) h
```

## (b) Two scatterings off the same site

Show that
$$D_a A D_b=D_{a A_{oo} b}.$$

The first factor forces the row index to be $o$, the last forces the column index to be $o$, and the remaining entry is $aA_{oo}b$. The code splits into the same cases.

```lean
/-- Two scatterings off the same site, with propagation `A` between them, amount to one
term on that site, containing only the block `A o o`. -/
theorem siteTerm_mul_siteTerm (A : Matrix S S R) (o : S) (a b : R) :
    siteTerm o a * A * siteTerm o b = siteTerm o (a * A o o * b) := by
  ext i j
  unfold siteTerm
  rw [Matrix.mul_diagonal, Matrix.diagonal_mul]
  by_cases hi : i = o
  · by_cases hj : j = o
    · simp [hi, hj]
    · simp [hi, hj, Ne.symm hj]
  · simp [Matrix.diagonal_apply, hi]
```

## (c) Adding terms on one site

Show that
$$D_a+D_b=D_{a+b}.$$

Both sides have $a+b$ at $oo$ and vanish elsewhere.

```lean
omit [Fintype S] in
/-- Terms on the same site add. -/
theorem siteTerm_add (o : S) (a b : R) :
    siteTerm o a + siteTerm o b = siteTerm o (a + b) := by
  ext i j
  rcases eq_or_ne i j with rfl | h
  · by_cases k : i = o <;> simp [siteTerm, k]
  · simp [siteTerm, h]
```

## (d) Dyson equations, block by block

Let $M$ and $M'$ be invertible. Show that
$$\tau'_{ij}=\tau_{ij}-\tau_{io}\,d\,\tau'_{oj}=\tau_{ij}-\tau'_{io}\,d\,\tau_{oj}.$$

Evaluate $\tau(M+D_d)\tau'$ in two ways. Since $(M+D_d)\tau'=1$, it equals $\tau$; expanded, it is $\tau'+\tau D_d\tau'$. Hence $\tau'=\tau-\tau D_d\tau'$. The product $\tau'(M+D_d)\tau$ gives $\tau'=\tau-\tau'D_d\tau$ in the same way. Part (a) turns both into block equations.

The code calls $\tau$ and $\tau'$ `T` and `X`; `e1` and `e2` are the two evaluations, with `noncomm_ring` doing the expansion.

```lean
/-- The two Dyson equations, block by block, for an invertible host matrix and an invertible
matrix with impurity. -/
theorem dyson {M : Matrix S S R} {o : S} {d : R} (hM : IsUnit M)
    (hM' : IsUnit (addImpurity M o d)) (i j : S) :
    scatteringPath (addImpurity M o d) i j = scatteringPath M i j
        - scatteringPath M i o * d * scatteringPath (addImpurity M o d) o j ∧
    scatteringPath (addImpurity M o d) i j = scatteringPath M i j
        - scatteringPath (addImpurity M o d) i o * d * scatteringPath M o j := by
  have h1 : scatteringPath M * M = 1 := Ring.inverse_mul_cancel _ hM
  have h2 : M * scatteringPath M = 1 := Ring.mul_inverse_cancel _ hM
  have h3 : (M + siteTerm o d) * scatteringPath (addImpurity M o d) = 1 :=
    Ring.mul_inverse_cancel _ hM'
  have h4 : scatteringPath (addImpurity M o d) * (M + siteTerm o d) = 1 :=
    Ring.inverse_mul_cancel _ hM'
  generalize scatteringPath (addImpurity M o d) = X at *
  generalize scatteringPath M = T at *
  -- evaluate T (M + D) X and X (M + D) T in two ways
  have e1 : X + T * siteTerm o d * X = T := by
    calc X + T * siteTerm o d * X = T * M * X + T * siteTerm o d * X := by
          rw [h1, one_mul]
      _ = T * ((M + siteTerm o d) * X) := by noncomm_ring
      _ = T := by rw [h3, mul_one]
  have e2 : X + X * siteTerm o d * T = T := by
    calc X + X * siteTerm o d * T = X * (M * T) + X * siteTerm o d * T := by
          rw [h2, mul_one]
      _ = (X * (M + siteTerm o d)) * T := by noncomm_ring
      _ = T := by rw [h4, one_mul]
  constructor
  · have k := congrFun (congrFun e1 i) j
    rw [Matrix.add_apply, mul_siteTerm_mul_apply] at k
    exact eq_sub_of_add_eq k
  · have k := congrFun (congrFun e2 i) j
    rw [Matrix.add_apply, mul_siteTerm_mul_apply] at k
    exact eq_sub_of_add_eq k
```

## (e) When the perturbed matrix is invertible

Let $M$ be invertible. Show that
$$M'\text{ is invertible}\iff 1+\tau_{oo}d\text{ is invertible}.$$

Suppose $M'$ is invertible. The $oo$ blocks of (d) give
$$(1+\tau_{oo}d)(1-\tau'_{oo}d)=1+(\tau_{oo}-\tau_{oo}d\tau'_{oo}-\tau'_{oo})d=1,$$
and the second Dyson equation gives the product in the other order. In this part of the code, `t` and `x` stand for $\tau_{oo}$ and $\tau'_{oo}$, not for t-matrices.

Conversely, let $e=(1+\tau_{oo}d)^{-1}$ and $W=D_{de}$. From $(1+\tau_{oo}d)e=1$ we get $d=de+d\tau_{oo}de$, and from $e(1+\tau_{oo}d)=1$ we get $d=de+de\tau_{oo}d$. By (b) and (c),
$$D_d-D_d\tau W=W,\qquad D_d-W\tau D_d=W.$$
These are `w1` and `w2` in the code. Then
$$(M+D_d)(\tau-\tau W\tau)=1-W\tau+(D_d-D_d\tau W)\tau=1,$$
$$(\tau-\tau W\tau)(M+D_d)=1-\tau W+\tau(D_d-W\tau D_d)=1.$$
Both orders are checked because in a general ring a one-sided inverse need not be two-sided.

```lean
/-- For an invertible host matrix, the matrix with impurity is invertible exactly when the
single block `1 + τ_oo d` is. -/
theorem isUnit_addImpurity_iff {M : Matrix S S R} (hM : IsUnit M) (o : S) (d : R) :
    IsUnit (addImpurity M o d) ↔ IsUnit (1 + scatteringPath M o o * d) := by
  constructor
  · intro hM'
    obtain ⟨k1, k2⟩ := dyson hM hM' o o
    generalize scatteringPath (addImpurity M o d) o o = x at *
    generalize scatteringPath M o o = t at *
    -- the inverse of 1 + t d is 1 - x d
    refine ⟨⟨1 + t * d, 1 - x * d, ?_, ?_⟩, rfl⟩
    · calc (1 + t * d) * (1 - x * d) = 1 + (t - t * d * x - x) * d := by noncomm_ring
        _ = 1 := by rw [← k1, sub_self, zero_mul, add_zero]
    · calc (1 - x * d) * (1 + t * d) = 1 + (t - x * d * t - x) * d := by noncomm_ring
        _ = 1 := by rw [← k2, sub_self, zero_mul, add_zero]
  · intro h
    obtain ⟨e, he, he'⟩ : ∃ e, (1 + scatteringPath M o o * d) * e = 1 ∧
        e * (1 + scatteringPath M o o * d) = 1 :=
      ⟨_, Ring.mul_inverse_cancel _ h, Ring.inverse_mul_cancel _ h⟩
    have h1 : scatteringPath M * M = 1 := Ring.inverse_mul_cancel _ hM
    have h2 : M * scatteringPath M = 1 := Ring.mul_inverse_cancel _ hM
    generalize scatteringPath M = T at *
    -- W is the site term with block d e, where e is the inverse of 1 + τ_oo d
    have w1 : siteTerm o d - siteTerm o d * T * siteTerm o (d * e) = siteTerm o (d * e) := by
      apply sub_eq_of_eq_add
      rw [siteTerm_mul_siteTerm, siteTerm_add]
      refine congrArg (siteTerm o) ?_
      calc d = d * ((1 + T o o * d) * e) := by rw [he, mul_one]
        _ = d * e + d * T o o * (d * e) := by noncomm_ring
    have w2 : siteTerm o d - siteTerm o (d * e) * T * siteTerm o d = siteTerm o (d * e) := by
      apply sub_eq_of_eq_add
      rw [siteTerm_mul_siteTerm, siteTerm_add]
      refine congrArg (siteTerm o) ?_
      calc d = d * (e * (1 + T o o * d)) := by rw [he', mul_one]
        _ = d * e + d * e * T o o * d := by noncomm_ring
    unfold addImpurity
    generalize siteTerm o (d * e) = W at *
    generalize siteTerm o d = D at *
    refine ⟨⟨M + D, T - T * W * T, ?_, ?_⟩, rfl⟩
    · calc (M + D) * (T - T * W * T)
          = M * T - (M * T) * W * T + (D - D * T * W) * T := by noncomm_ring
        _ = 1 := by rw [h2, w1, one_mul, sub_add_cancel]
    · calc (T - T * W * T) * (M + D)
          = T * M - T * W * (T * M) + T * (D - W * T * D) := by noncomm_ring
        _ = 1 := by rw [h1, w2, mul_one, sub_add_cancel]
```

## (f) Paths that end on the impurity

Let $M$ and $1+\tau_{oo}d$ be invertible, here and in (g) and (h). Show that
$$\tau'_{oj}=(1+\tau_{oo}d)^{-1}\tau_{oj}.$$

By (e), $M'$ is invertible, so (d) applies. With $i=o$ its first equation reads $(1+\tau_{oo}d)\tau'_{oj}=\tau_{oj}$. Multiply from the left by the inverse.

```lean
/-- Paths between the impurity site `o` and any site `j`: the host block `τ_oj` is multiplied
from the left by `(1 + τ_oo d)⁻¹`, if `M` and `1 + τ_oo d` are invertible. -/
theorem impurity_row {M : Matrix S S R} {o : S} {d : R} (hM : IsUnit M)
    (h : IsUnit (1 + scatteringPath M o o * d)) (j : S) :
    scatteringPath (addImpurity M o d) o j =
      Ring.inverse (1 + scatteringPath M o o * d) * scatteringPath M o j := by
  have k := eq_sub_iff_add_eq.mp (dyson hM ((isUnit_addImpurity_iff hM o d).mpr h) o j).1
  have hi := Ring.inverse_mul_cancel _ h
  rw [← k, ← one_add_mul, ← mul_assoc, hi, one_mul]
```

## (g) The block on the impurity site

Show that $M'$ is invertible and
$$\tau'_{oo}=(1+\tau_{oo}d)^{-1}\tau_{oo}.$$

The first claim is (e), the second is (f) with $j=o$.

An invertible host alone does not guarantee an invertible $M'$. Take two sites, $o$ first, with complex numbers as blocks. Let $t^{-1}$ be $2$ at $o$ and $1$ at the other site, and let $G$ be $0$ on the diagonal and $1$ off it. Then $M=\begin{pmatrix}2&-1\\-1&1\end{pmatrix}$ is invertible with $\tau_{oo}=1$. For $d=-1$, however, $1+\tau_{oo}d=0$, and $M'=\begin{pmatrix}1&-1\\-1&1\end{pmatrix}$ is singular. For a KKR matrix with complex channel blocks, a singular $M'$ means that the multiple-scattering equations have a non-zero solution without an incoming wave.

```lean
/-- Single impurity: if `M` and `1 + τ_oo d` are invertible, then so is the matrix with `d` added
at site `o`, and the `oo` block of its inverse is `(1 + τ_oo d)⁻¹ τ_oo`. -/
theorem single_impurity {M : Matrix S S R} {o : S} {d : R} (hM : IsUnit M)
    (h : IsUnit (1 + scatteringPath M o o * d)) :
    IsUnit (addImpurity M o d) ∧
    scatteringPath (addImpurity M o d) o o =
      Ring.inverse (1 + scatteringPath M o o * d) * scatteringPath M o o :=
  ⟨(isUnit_addImpurity_iff hM o d).mpr h, impurity_row hM h o⟩
```

## (h) All other blocks

Show that
$$\tau'_{ij}=\tau_{ij}-\tau_{io}\,d\,(1+\tau_{oo}d)^{-1}\tau_{oj}.$$

Insert (f) into the first equation of (d).

```lean
/-- All blocks of the scattering path operator with impurity, in terms of host blocks, if `M`
and `1 + τ_oo d` are invertible. -/
theorem impurity_all_blocks {M : Matrix S S R} {o : S} {d : R} (hM : IsUnit M)
    (h : IsUnit (1 + scatteringPath M o o * d)) (i j : S) :
    scatteringPath (addImpurity M o d) i j = scatteringPath M i j -
      scatteringPath M i o * d *
        (Ring.inverse (1 + scatteringPath M o o * d) * scatteringPath M o j) := by
  rw [(dyson hM ((isUnit_addImpurity_iff hM o d).mpr h) i j).1, impurity_row hM h j]
```

## (i) A determinant for complex channels

Let the blocks be complex matrices in finitely many channels and $M$ invertible. Show that
$$M'\text{ is invertible}\iff\det(1+\tau_{oo}d)\neq0.$$

A complex square matrix is invertible exactly when its determinant is non-zero; apply this to the criterion in (e). The determinant has the size of one block.

```lean
/-- With complex matrices in finitely many channels as blocks and an invertible host matrix, the
matrix with impurity is invertible exactly when `det (1 + τ_oo d)` is non-zero. -/
theorem isUnit_addImpurity_iff_det {L : Type*} [Fintype L] [DecidableEq L]
    {M : Matrix S S (Matrix L L ℂ)} (hM : IsUnit M) (o : S) (d : Matrix L L ℂ) :
    IsUnit (addImpurity M o d) ↔ (1 + scatteringPath M o o * d).det ≠ 0 := by
  rw [isUnit_addImpurity_iff hM, Matrix.isUnit_iff_isUnit_det, isUnit_iff_ne_zero]
```

## (j) Exchanging the atom

Replace the t-matrix $t_o$ by $s$ and keep $G$. Show that the KKR matrix changes by $D_d$ with
$$d=s^{-1}-t_o^{-1}.$$

At $o$ the diagonal term becomes $s^{-1}=t_o^{-1}+d$; at all other sites it stays the same, and $G$ drops out of the difference. `Function.update t o s` is the exchange, and the code compares the diagonals site by site.

```lean
omit [Fintype S] in
/-- Replacing the t-matrix at site `o` by `s` adds `s⁻¹ - t_o⁻¹` to the diagonal block of the
KKR matrix at that site. -/
theorem kkrMatrix_update (t : S → Rˣ) (G : Matrix S S R) (o : S) (s : Rˣ) :
    kkrMatrix (Function.update t o s) G =
      addImpurity (kkrMatrix t G) o ((s⁻¹ : Rˣ).val - ((t o)⁻¹ : Rˣ).val) := by
  have hd : Matrix.diagonal (fun i => ((Function.update t o s i)⁻¹ : Rˣ).val) =
      Matrix.diagonal (fun i => ((t i)⁻¹ : Rˣ).val) +
        siteTerm o ((s⁻¹ : Rˣ).val - ((t o)⁻¹ : Rˣ).val) := by
    unfold siteTerm
    rw [Matrix.diagonal_add]
    refine congrArg Matrix.diagonal (funext fun i => ?_)
    by_cases h : i = o <;> simp [h]
  unfold kkrMatrix addImpurity
  rw [hd]
  abel
```

## (k) The KKR impurity formula

Let the host KKR matrix and $1+\tau_{oo}(s^{-1}-t_o^{-1})$ be invertible. Show that after the exchange
$$\tau'_{oo}=\bigl(1+\tau_{oo}(s^{-1}-t_o^{-1})\bigr)^{-1}\tau_{oo}.$$

Rewrite the new KKR matrix with (j) and apply (g).

In an electronic-structure calculation with finitely many sites, fixed energy and unchanged $G$, the impurity-site block thus follows from the host's $\tau_{oo}$ and the two t-matrices $t_o$ and $s$ by operations on channel-sized matrices alone. The model changes the scatterer on one site only: lattice relaxation and altered potentials on neighbouring atoms would change further blocks.

```lean
/-- The KKR impurity formula: the `oo` block after the t-matrix at site `o` is replaced by `s`,
if the host KKR matrix and `1 + τ_oo (s⁻¹ - t_o⁻¹)` are invertible. -/
theorem kkr_impurity (t : S → Rˣ) (G : Matrix S S R) (o : S) (s : Rˣ)
    (hM : IsUnit (kkrMatrix t G))
    (h : IsUnit (1 + scatteringPath (kkrMatrix t G) o o *
      ((s⁻¹ : Rˣ).val - ((t o)⁻¹ : Rˣ).val))) :
    scatteringPath (kkrMatrix (Function.update t o s) G) o o =
      Ring.inverse (1 + scatteringPath (kkrMatrix t G) o o *
        ((s⁻¹ : Rˣ).val - ((t o)⁻¹ : Rˣ).val)) * scatteringPath (kkrMatrix t G) o o := by
  rw [kkrMatrix_update]
  exact (single_impurity hM h).2

end KKRSingleImpurity
```

```lean
#print axioms KKRSingleImpurity.impurity_all_blocks
#print axioms KKRSingleImpurity.isUnit_addImpurity_iff_det
#print axioms KKRSingleImpurity.kkr_impurity
```

```
'KKRSingleImpurity.impurity_all_blocks' depends on axioms: [propext, Classical.choice, Quot.sound]
'KKRSingleImpurity.isUnit_addImpurity_iff_det' depends on axioms: [propext, Classical.choice, Quot.sound]
'KKRSingleImpurity.kkr_impurity' depends on axioms: [propext, Classical.choice, Quot.sound]
```
